# For each finite quaternion column x, some unitary quaternion matrix takes x to ‖x‖ e_p and keeps Kramers partners paired

Quaternions do not commute, so matrices and scalars need fixed sides. Here matrices act on columns from the left and scalars multiply from the right. The Kramers partner of a column \(x\) is then \(x\mathbf j\), where the bold \(\mathbf j\) is the quaternion unit and a plain \(j\) is an index. To connect this with spinors, write \(x=a+\mathbf j b\) with complex columns \(a,b\). Right multiplication by \(\mathbf j\) sends \((a,b)\) to \((-\bar b,\bar a)\), which is the usual time-reversal operation. This translation is an interpretation, since the file works with quaternions throughout.

A quaternion matrix thus stands for an operator that commutes with time reversal, in a finite Kramers-paired basis. An operator that breaks time reversal, such as a coupling to an external magnetic field, is not of this form. Within that setting, and with an orthonormal basis, the result is one exact-arithmetic step of the kind used to tridiagonalise a relativistic Fock matrix while keeping its Kramers structure. There \(x\) is the part of a matrix column below the diagonal, \(p\) is the first position in that part, and the matrix \(U\) found here acts on the corresponding rows from the left while \(U^*\) acts on the matching columns from the right.

## Columns, norms and partners

```lean
import Mathlib

open scoped Quaternion Matrix

namespace QuaternionHouseholder

noncomputable section

variable {n : Type*} [Fintype n]
```

The index set `n` is finite, and `ℍ[ℝ]` is the type of real quaternions. A column is a function `n → ℍ[ℝ]`, which assigns a quaternion \(x_i\) to each index \(i\).

```lean
/-- The sum of the squared norms of the entries of a quaternion column. -/
def sqNorm (x : n → ℍ[ℝ]) : ℝ := ∑ i, ‖x i‖ ^ 2
```

This is \(\sum_i|x_i|^2\), where \(|x_i|\) is the ordinary quaternion norm, written `‖x i‖` in Lean.

```lean
/-- The norm of a quaternion column. -/
def vecNorm (x : n → ℍ[ℝ]) : ℝ := √(sqNorm x)
```

The column norm is \(\|x\|=\sqrt{\sum_i|x_i|^2}\). It gets its own definition because Mathlib's default norm on such functions is the largest entry norm.

```lean
/-- The Kramers partner of a quaternion column: right multiplication by the unit `j`. -/
def kramers (x : n → ℍ[ℝ]) : n → ℍ[ℝ] := fun i => x i * ⟨0, 0, 1, 0⟩
```

The four numbers in `⟨0, 0, 1, 0⟩` are the components along \(1,\mathbf i,\mathbf j,\mathbf k\), so every entry is multiplied by \(\mathbf j\) from the right.

```lean
/-- The matrix `w w*` with entries `w_i conj(w_j)`. -/
def outer (w : n → ℍ[ℝ]) : Matrix n n ℍ[ℝ] := Matrix.of fun i j => w i * star (w j)
```

`star` is quaternion conjugation, written \({}^*\) below. The matrix \(ww^*\) has entries \(w_iw_j^*\), in that order.

```lean
/-- The square of the norm is the sum of the squared entry norms. -/
theorem vecNorm_sq (x : n → ℍ[ℝ]) : vecNorm x ^ 2 = sqNorm x :=
  Real.sq_sqrt (Finset.sum_nonneg fun _ _ => sq_nonneg _)
```

This says \(\|x\|^2=\sum_i|x_i|^2\). The square root may be undone because the sum is non-negative.

```lean
/-- The quaternion product `x* x` is the real number `‖x‖²`. -/
theorem sum_star_mul_self (x : n → ℍ[ℝ]) :
    ∑ i, star (x i) * x i = ((sqNorm x : ℝ) : ℍ[ℝ]) := by
  have h : ∀ i, star (x i) * x i = ((‖x i‖ ^ 2 : ℝ) : ℍ[ℝ]) := fun i => by
    rw [Quaternion.star_mul_self, Quaternion.normSq_eq_norm_mul_self, sq]
  rw [Finset.sum_congr rfl fun i _ => h i]
  exact (map_sum (algebraMap ℝ ℍ[ℝ]) (fun i => ‖x i‖ ^ 2) Finset.univ).symm
```

Each product \(x_i^*x_i\) equals the real number \(|x_i|^2\), so \(x^*x=\|x\|^2\). The notation `((sqNorm x : ℝ) : ℍ[ℝ])` means that a real number is being regarded as a quaternion.

```lean
/-- A quaternion matrix acting from the left commutes with forming the Kramers partner. -/
theorem mulVec_kramers (A : Matrix n n ℍ[ℝ]) (x : n → ℍ[ℝ]) :
    A *ᵥ kramers x = kramers (A *ᵥ x) := by
  funext i
  -- associativity, row by row
  have h : ∀ (a : n → ℍ[ℝ]) (k : ℍ[ℝ]),
      ∑ j, a j * (x j * k) = (∑ j, a j * x j) * k := fun a k => by
    rw [Finset.sum_mul]
    exact Finset.sum_congr rfl fun j _ => (mul_assoc _ _ _).symm
  exact h (A i) ⟨0, 0, 1, 0⟩
```

The symbol `*ᵥ` applies a matrix to a column. The claim is \(A(x\mathbf j)=(Ax)\mathbf j\), and row by row it is associativity:

\[
\sum_j A_{ij}(x_j\mathbf j)=\Big(\sum_j A_{ij}x_j\Big)\mathbf j .
\]

## The reflection and its vector

```lean
variable [DecidableEq n]

/-- The matrix `1 - c w w*` with a real factor `c`. -/
def reflector (c : ℝ) (w : n → ℍ[ℝ]) : Matrix n n ℍ[ℝ] := 1 - c • outer w
```

For real \(c\), this is \(P=1-c\,ww^*\).

```lean
/-- The Householder vector `x + q ‖x‖ e_p`. -/
def pivot (p : n) (q : ℍ[ℝ]) (x : n → ℍ[ℝ]) : n → ℍ[ℝ] :=
  x + Pi.single p (q * (vecNorm x : ℍ[ℝ]))
```

`Pi.single p a` is the column with \(a\) at position \(p\) and zeros elsewhere. With \(e_p\) the basis column at \(p\), the definition reads \(w=x+q\|x\|e_p\), where the quaternion in front of \(e_p\) is its entry at \(p\). The quaternion \(q\) will be the phase of \(x_p\).

```lean
/-- If `c ‖w‖² = 2`, the matrix `1 - c w w*` is Hermitian and squares to one. -/
theorem reflector_hermitian_involution (c : ℝ) (w : n → ℍ[ℝ]) (hc : c * sqNorm w = 2) :
    (reflector c w)ᴴ = reflector c w ∧ reflector c w * reflector c w = 1 := by
  constructor
  · rw [reflector, Matrix.conjTranspose_sub, Matrix.conjTranspose_one]
    congr 1
    refine Matrix.ext fun i j => ?_
    change star (c • (w j * star (w i))) = c • (w i * star (w j))
    rw [Quaternion.star_smul, star_mul, star_star]
  · -- the inner factor `w* w` is real and can be pulled out
    have hW : outer w * outer w = sqNorm w • outer w := by
      refine Matrix.ext fun i j => ?_
      calc (outer w * outer w) i j
          = ∑ k, w i * (star (w k) * w k) * star (w j) := by
            rw [Matrix.mul_apply]
            exact Finset.sum_congr rfl fun k _ => by
              simp only [outer, Matrix.of_apply, mul_assoc]
        _ = w i * (∑ k, star (w k) * w k) * star (w j) := by
            rw [Finset.mul_sum, Finset.sum_mul]
        _ = (sqNorm w • outer w) i j := by
            rw [sum_star_mul_self, ← Quaternion.coe_commutes (sqNorm w) (w i), mul_assoc,
              Quaternion.coe_mul_eq_smul]
            rfl
    have h2 : c * c * sqNorm w = 2 * c := by linear_combination c * hc
    calc reflector c w * reflector c w
        = 1 - (2 * c) • outer w + (c * c) • (outer w * outer w) := by
          simp only [reflector, sub_mul, mul_sub, one_mul, mul_one, smul_mul_assoc,
            mul_smul_comm]
          module
      _ = 1 := by rw [hW, smul_smul, h2, sub_add_cancel]
```

The superscript `ᴴ` is the conjugate transpose. Under the hypothesis \(c\|w\|^2=2\), the theorem gives \(P^*=P\) and \(P^2=1\).

For the first part, conjugation reverses products, so \((c\,w_jw_i^*)^*=c\,w_iw_j^*\). For the second, the inner factor \(w^*w=\|w\|^2\) is real and can be moved out:

\[
P^2=1-2c\,ww^*+c^2w(w^*w)w^*=1-(2c-c^2\|w\|^2)\,ww^*=1 .
\]

In the proof, `hW` is the identity \((ww^*)(ww^*)=\|w\|^2ww^*\), and `h2` multiplies the hypothesis by \(c\) to get \(c^2\|w\|^2=2c\). The call to `simp only` multiplies out the square, and `module` collects the terms.

```lean
/-- For a unit `q` with `x_p = q ‖x_p‖`, the Householder vector `w` has
`‖w‖² = 2 ‖x‖ (‖x‖ + ‖x_p‖)`, and `w* x` is the real number `‖x‖ (‖x‖ + ‖x_p‖)`. -/
theorem pivot_products (p : n) (q : ℍ[ℝ]) (x : n → ℍ[ℝ]) (hq : ‖q‖ = 1)
    (hp : x p = q * (‖x p‖ : ℍ[ℝ])) :
    sqNorm (pivot p q x) = 2 * (vecNorm x * (vecNorm x + ‖x p‖)) ∧
    ∑ j, star (pivot p q x j) * x j
      = ((vecNorm x * (vecNorm x + ‖x p‖) : ℝ) : ℍ[ℝ]) := by
  constructor
  · have hw : ‖x p + q * (vecNorm x : ℍ[ℝ])‖ ^ 2 = (‖x p‖ + vecNorm x) ^ 2 := by
      have h : x p + q * (vecNorm x : ℍ[ℝ]) = q * ((‖x p‖ + vecNorm x : ℝ) : ℍ[ℝ]) := by
        rw [Quaternion.coe_add, mul_add, ← hp]
      rw [h, norm_mul, hq, one_mul, Quaternion.norm_coe, Real.norm_eq_abs, sq_abs]
    have hN : vecNorm x ^ 2 = ∑ i, ‖x i‖ ^ 2 := vecNorm_sq x
    -- only the entry at `p` differs from that of `x`
    calc sqNorm (pivot p q x)
        = ∑ i, (‖x i‖ ^ 2 + if i = p then (‖x p‖ + vecNorm x) ^ 2 - ‖x p‖ ^ 2 else 0) := by
          refine Finset.sum_congr rfl fun i _ => ?_
          by_cases h : i = p
          · rw [h, if_pos rfl, pivot, Pi.add_apply, Pi.single_eq_same, hw]
            ring
          · simp [pivot, h]
      _ = 2 * (vecNorm x * (vecNorm x + ‖x p‖)) := by
          simp only [Finset.sum_add_distrib, Finset.sum_ite_eq', Finset.mem_univ, if_true]
          linear_combination -hN
  · have hqq : star q * q = 1 := by
      rw [Quaternion.star_mul_self, Quaternion.normSq_eq_norm_mul_self, hq, mul_one,
        Quaternion.coe_one]
    have hs : star (q * (vecNorm x : ℍ[ℝ])) * x p = ((vecNorm x * ‖x p‖ : ℝ) : ℍ[ℝ]) := by
      calc star (q * (vecNorm x : ℍ[ℝ])) * x p
          = star (q * (vecNorm x : ℍ[ℝ])) * (q * (‖x p‖ : ℍ[ℝ])) := by rw [← hp]
        _ = (vecNorm x : ℍ[ℝ]) * (star q * q) * (‖x p‖ : ℍ[ℝ]) := by
            rw [star_mul, Quaternion.star_coe]
            simp only [mul_assoc]
        _ = _ := by rw [hqq, mul_one, Quaternion.coe_mul]
    have e : sqNorm x + vecNorm x * ‖x p‖ = vecNorm x * (vecNorm x + ‖x p‖) := by
      rw [← vecNorm_sq]
      ring
    calc ∑ j, star (pivot p q x j) * x j
        = ∑ j, (star (x j) * x j +
            if j = p then ((vecNorm x * ‖x p‖ : ℝ) : ℍ[ℝ]) else 0) := by
          refine Finset.sum_congr rfl fun j _ => ?_
          by_cases h : j = p
          · rw [h, if_pos rfl, pivot, Pi.add_apply, Pi.single_eq_same, star_add, add_mul, hs]
          · simp [pivot, h]
      _ = _ := by
          simp only [Finset.sum_add_distrib, Finset.sum_ite_eq', Finset.mem_univ, if_true]
          rw [sum_star_mul_self, ← Quaternion.coe_add, e]
```

The hypotheses say that \(q\) is a unit quaternion and \(x_p=q|x_p|\). Only the entry at \(p\) differs between \(w\) and \(x\), and there \(w_p=q(|x_p|+\|x\|)\). Hence

\[
\|w\|^2=\|x\|^2-|x_p|^2+(|x_p|+\|x\|)^2=2\|x\|(\|x\|+|x_p|).
\]

For the mixed product, the phases cancel:

\[
w^*x=x^*x+\|x\|\,q^*q\,|x_p|=\|x\|(\|x\|+|x_p|).
\]

So \(w^*x\) is real, and it is half of \(\|w\|^2\). The proof follows the same route: it writes each sum as the sum for \(x\) plus a correction at \(p\), and `by_cases` separates the index \(p\) from the others.

```lean
/-- For a unit `q` with `x_p = q ‖x_p‖`, let `w` be the Householder vector. If `c ‖w‖² = 2`, the
matrix `1 - c w w*` sends `x` to `-q ‖x‖ e_p`. -/
theorem reflector_pivot (p : n) (q : ℍ[ℝ]) (x : n → ℍ[ℝ]) (c : ℝ) (hq : ‖q‖ = 1)
    (hp : x p = q * (‖x p‖ : ℍ[ℝ])) (hc : c * sqNorm (pivot p q x) = 2) :
    reflector c (pivot p q x) *ᵥ x
      = -(Pi.single p (q * (vecNorm x : ℍ[ℝ])) : n → ℍ[ℝ]) := by
  obtain ⟨h1, h2⟩ := pivot_products p q x hq hp
  have hc' : c * (vecNorm x * (vecNorm x + ‖x p‖)) = 1 := by
    rw [h1] at hc
    linarith
  rw [reflector, Matrix.sub_mulVec, Matrix.one_mulVec]
  funext i
  have hi : ((c • outer (pivot p q x)) *ᵥ x) i = pivot p q x i := by
    calc ((c • outer (pivot p q x)) *ᵥ x) i
        = ∑ j, (c • (pivot p q x i * star (pivot p q x j))) * x j := rfl
      _ = c • (pivot p q x i * ∑ j, star (pivot p q x j) * x j) := by
          rw [Finset.mul_sum, Finset.smul_sum]
          exact Finset.sum_congr rfl fun j _ => by rw [smul_mul_assoc, mul_assoc]
      _ = pivot p q x i := by
          rw [h2, ← Quaternion.coe_commutes, Quaternion.coe_mul_eq_smul, smul_smul, hc',
            one_smul]
  rw [Pi.sub_apply, hi, pivot, Pi.add_apply, Pi.neg_apply]
  abel
```

Since \(w^*x=\|w\|^2/2\), the condition \(c\|w\|^2=2\) gives \(c\,w^*x=1\), which is `hc'`. Therefore

\[
Px=x-w(c\,w^*x)=x-w=-q\|x\|e_p .
\]

The step `hi` shows that \(c\,ww^*x=w\) entry by entry, and `abel` carries out the final subtraction.

## Removing the phase

```lean
/-- Every quaternion is a unit quaternion times its norm. -/
theorem exists_phase (r : ℍ[ℝ]) : ∃ q : ℍ[ℝ], ‖q‖ = 1 ∧ r = q * (‖r‖ : ℍ[ℝ]) := by
  by_cases hr : r = 0
  · exact ⟨1, norm_one, by simp [hr]⟩
  · have h : ‖r‖ ≠ 0 := norm_ne_zero_iff.mpr hr
    refine ⟨‖r‖⁻¹ • r, ?_, ?_⟩
    · rw [norm_smul, norm_inv, norm_norm, inv_mul_cancel₀ h]
    · rw [← Quaternion.coe_commutes, Quaternion.coe_mul_eq_smul, smul_smul,
        mul_inv_cancel₀ h, one_smul]
```

Every quaternion \(r\) has the form \(q|r|\) with \(|q|=1\). If \(r\neq0\), take \(q=r/|r|\). If \(r=0\), any unit works, and the proof takes \(q=1\).

```lean
/-- Quaternion Householder step: some unitary quaternion matrix sends `x` to `‖x‖ e_p`
and the Kramers partner of `x` to the Kramers partner of `‖x‖ e_p`. -/
theorem quaternion_householder (p : n) (x : n → ℍ[ℝ]) :
    ∃ U : Matrix n n ℍ[ℝ], Uᴴ * U = 1 ∧ U * Uᴴ = 1 ∧
      U *ᵥ x = Pi.single p (vecNorm x : ℍ[ℝ]) ∧
      U *ᵥ kramers x = kramers (Pi.single p (vecNorm x : ℍ[ℝ])) := by
  suffices h : ∃ U : Matrix n n ℍ[ℝ], Uᴴ * U = 1 ∧ U * Uᴴ = 1 ∧
      U *ᵥ x = Pi.single p (vecNorm x : ℍ[ℝ]) by
    obtain ⟨U, h1, h2, h3⟩ := h
    exact ⟨U, h1, h2, h3, by rw [mulVec_kramers, h3]⟩
  by_cases hx : x = 0
  · exact ⟨1, by simp, by simp, by simp [hx, vecNorm, sqNorm]⟩
  obtain ⟨q, hq, hp⟩ := exists_phase (x p)
  have hN : 0 < vecNorm x := by
    obtain ⟨i, hi⟩ := Function.ne_iff.mp hx
    exact Real.sqrt_pos.mpr (Finset.sum_pos' (fun _ _ => sq_nonneg _)
      ⟨i, Finset.mem_univ i, pow_pos (norm_pos_iff.mpr hi) 2⟩)
  have hw : sqNorm (pivot p q x) ≠ 0 := by
    rw [(pivot_products p q x hq hp).1]
    positivity
  have hc : 2 / sqNorm (pivot p q x) * sqNorm (pivot p q x) = 2 := div_mul_cancel₀ 2 hw
  obtain ⟨hH, hP⟩ := reflector_hermitian_involution _ _ hc
  have hPx := reflector_pivot p q x _ hq hp hc
  generalize reflector (2 / sqNorm (pivot p q x)) (pivot p q x) = P at hH hP hPx
  have hqq : star q * q = 1 := by
    rw [Quaternion.star_mul_self, Quaternion.normSq_eq_norm_mul_self, hq, mul_one,
      Quaternion.coe_one]
  have hqq' : q * star q = 1 := by
    rw [Quaternion.self_mul_star, Quaternion.normSq_eq_norm_mul_self, hq, mul_one,
      Quaternion.coe_one]
  -- the phase matrix `-conj(q)` is unitary
  have hD : (Matrix.diagonal fun _ : n => -star q)ᴴ * (Matrix.diagonal fun _ : n => -star q)
      = 1 := by
    rw [Matrix.diagonal_conjTranspose, Matrix.diagonal_mul_diagonal, ← Matrix.diagonal_one]
    congr 1
    funext i
    change star (-star q) * -star q = 1
    rw [star_neg, star_star, neg_mul_neg, hqq']
  have hD' : (Matrix.diagonal fun _ : n => -star q) * (Matrix.diagonal fun _ : n => -star q)ᴴ
      = 1 := by
    rw [Matrix.diagonal_conjTranspose, Matrix.diagonal_mul_diagonal, ← Matrix.diagonal_one]
    congr 1
    funext i
    change -star q * star (-star q) = 1
    rw [star_neg, star_star, neg_mul_neg, hqq]
  refine ⟨(Matrix.diagonal fun _ : n => -star q) * P, ?_, ?_, ?_⟩
  · rw [Matrix.conjTranspose_mul, hH, mul_assoc, ← mul_assoc _ _ P, hD, one_mul, hP]
  · rw [Matrix.conjTranspose_mul, hH, mul_assoc, ← mul_assoc P P, hP, one_mul, hD']
  · rw [← Matrix.mulVec_mulVec, hPx]
    funext i
    rw [Matrix.mulVec_diagonal, Pi.neg_apply, neg_mul_neg]
    by_cases h : i = p
    · rw [h, Pi.single_eq_same, Pi.single_eq_same, ← mul_assoc, hqq, one_mul]
    · simp [h]
```

This is the main theorem. For every position \(p\) and every column \(x\), there is a matrix \(U\) with

\[
U^*U=UU^*=1,\qquad Ux=\|x\|e_p,\qquad U(x\mathbf j)=(\|x\|e_p)\mathbf j .
\]

The given \(p\) ensures that the column has at least one entry, and \(x=0\) is allowed. The symbol `∃` claims that some \(U\) exists, not that it is unique.

The opening `suffices` deals with the Kramers partner: once \(Ux=\|x\|e_p\) is known, the last equation follows from \(U(x\mathbf j)=(Ux)\mathbf j\). In spinor language, one matrix reduces both members of the pair.

If \(x=0\), take \(U=1\). Otherwise `exists_phase` supplies \(q\) for the entry \(x_p\). The norm \(\|x\|\) is positive (`hN`), so \(\|w\|^2=2\|x\|(\|x\|+|x_p|)\) is non-zero (`hw`), and \(c=2/\|w\|^2\) satisfies the condition for a reflection. This gives \(P\) with \(Px=-q\|x\|e_p\).

The remaining phase is removed by the diagonal matrix \(D\) with \(-q^*\) in every diagonal place. Because \(qq^*=q^*q=1\), it satisfies \(D^*D=DD^*=1\), which are `hD` and `hD'`. Set \(U=DP\). The three goals after `refine` are then

\[
U^*U=PD^*DP=P^2=1,\qquad UU^*=DP^2D^*=DD^*=1,
\]

\[
Ux=D(-q\|x\|e_p)=q^*q\,\|x\|e_p=\|x\|e_p .
\]

For a column of length one with \(x_p\neq0\), the construction gives \(w=2x\), \(P=-1\) and \(U=q^*\), so it only removes the phase.

```lean
/-- If `U* U = 1` and `U x = r e_p` with real `r ≥ 0`, then `r` is the norm of `x`. -/
theorem pivot_entry_unique (p : n) (x : n → ℍ[ℝ]) (U : Matrix n n ℍ[ℝ]) (r : ℝ)
    (hU : Uᴴ * U = 1) (hr : 0 ≤ r) (h : U *ᵥ x = Pi.single p (r : ℍ[ℝ])) :
    r = vecNorm x := by
  -- `U` preserves the norm
  have h1 : star (U *ᵥ x) ⬝ᵥ (U *ᵥ x) = star x ⬝ᵥ x := by
    rw [Matrix.star_mulVec, Matrix.dotProduct_mulVec, Matrix.vecMul_vecMul, hU,
      Matrix.vecMul_one]
  have h2 : sqNorm (U *ᵥ x) = sqNorm x := by
    apply Quaternion.coe_injective
    rw [← sum_star_mul_self, ← sum_star_mul_self]
    exact h1
  have h3 : sqNorm (Pi.single p (r : ℍ[ℝ]) : n → ℍ[ℝ]) = r ^ 2 := by
    rw [sqNorm, Finset.sum_eq_single p]
    · rw [Pi.single_eq_same, Quaternion.norm_coe, Real.norm_eq_abs, sq_abs]
    · intro i _ hi
      simp [hi]
    · intro hi
      exact absurd (Finset.mem_univ p) hi
  rw [vecNorm, ← h2, h, h3, Real.sqrt_sq hr]

end

end QuaternionHouseholder
```

The last theorem is a converse for the surviving entry. If \(U^*U=1\) and \(Ux=re_p\) with real \(r\ge0\), then \(r=\|x\|\). The argument is conservation of the norm:

\[
r^2=(Ux)^*(Ux)=x^*U^*Ux=x^*x=\|x\|^2 ,
\]

and the sign condition selects the non-negative root. In the proof, `h1` is the middle part of this chain, with `⬝ᵥ` denoting the sum of entrywise products. Then `h2` restates it for the real squared norms, and `h3` computes the squared norm of \(re_p\). The theorem fixes the entry \(r\) and makes no claim about whether \(U\) is unique.

```lean
#print axioms QuaternionHouseholder.quaternion_householder
#print axioms QuaternionHouseholder.pivot_entry_unique
```

```
'QuaternionHouseholder.quaternion_householder' depends on axioms: [propext, Classical.choice, Quot.sound]
'QuaternionHouseholder.pivot_entry_unique' depends on axioms: [propext, Classical.choice, Quot.sound]
```
